# Static susceptibility of a one-dimensional two-band Dirac model: a closed form in velocity and gap

When the static electric-field response of a small-gap insulator is computed by a sum over k points, the result depends on the grid spacing. For a model with a known answer, the error of a given grid can be found by direct comparison. The model here is non-interacting and one-dimensional, with Hamiltonian $H(k)=vk\,\sigma_x+D\,\sigma_z$, where $v>0$ is the velocity and $D>0$ is half the gap $E_g=2D$. With $\hbar=1$, unit charge, the lower band filled, no spin degeneracy and $k$ running over all real numbers, its susceptibility (the induced dipole moment per length, divided by the field) is $\chi=2v/(3\pi E_g^2)$.

```lean
import Mathlib

open Matrix Filter Topology MeasureTheory

namespace TwoBandFieldResponse

noncomputable section
```

The file loads the mathematical library Mathlib and opens a namespace. Below, `def` introduces an object and `theorem` a statement with its proof.

```lean
/-- Real 2 × 2 matrices acting on the two band-edge orbitals. -/
abbrev Op := Matrix (Fin 2) (Fin 2) ℝ
```

An `Op` is a real $2\times2$ matrix. Real entries suffice because $\sigma_x$ and $\sigma_z$ are real.

```lean
/-- The Pauli matrix σx. -/
def sigmaX : Op := !![0, 1; 1, 0]
```

Rows are separated by semicolons, so this is $\sigma_x$.

```lean
/-- The Pauli matrix σz. -/
def sigmaZ : Op := !![1, 0; 0, -1]
```

Likewise, this is $\sigma_z$. At $k=0$ its two basis orbitals are the band-edge states.

```lean
/-- The two-band Hamiltonian H(k) = v k σx + D σz. -/
def ham (v D k : ℝ) : Op := (v * k) • sigmaX + D • sigmaZ
```

This is $H(k)$; the dot `•` multiplies a matrix by a number. The form linear in $k$, meant for the region near the gap, is used for every real $k$, with no Brillouin-zone boundary.

```lean
/-- The operator H' = v σx. -/
def vel (v : ℝ) : Op := v • sigmaX
```

`vel` is $H'=v\sigma_x$, the velocity operator for $\hbar=1$.

```lean
/-- The band energy E(k) = √(D² + v²k²). -/
def en (v D k : ℝ) : ℝ := √(D ^ 2 + v ^ 2 * k ^ 2)
```

The bands lie at $\pm E(k)$, with $E=\sqrt{D^2+v^2k^2}$. The transition energy is $2E$, smallest at $k=0$, where it equals $E_g$.

```lean
/-- The conduction projector (1 + H/E)/2, for E ≠ 0. -/
def upper (v D k : ℝ) : Op := (1 / 2 : ℝ) • (1 + (en v D k)⁻¹ • ham v D k)
```

This is $P_+=(1+H/E)/2$, which projects onto the empty band.

```lean
/-- The valence projector (1 - H/E)/2, for E ≠ 0. -/
def lower (v D k : ℝ) : Op := (1 / 2 : ℝ) • (1 - (en v D k)⁻¹ • ham v D k)
```

This is $P_-=(1-H/E)/2$, which projects onto the filled band.

```lean
/-- The interband matrix -P₊ H' P₋ / (2E), for E ≠ 0. -/
def response (v D k : ℝ) : Op :=
  (-(2 * en v D k)⁻¹) • (upper v D k * vel v * lower v D k)
```

`response` is the matrix $-P_+H'P_-/(2E)$, which turns the filled state into its first-order change with $k$, apart from a change of phase. A theorem below identifies it as the solution of a Sternheimer equation.

```lean
/-- The integrand tr(P₋ H' P₊ H') / (2E)³ of the susceptibility, for E ≠ 0. -/
def density (v D k : ℝ) : ℝ :=
  (lower v D k * vel v * upper v D k * vel v).trace / (2 * en v D k) ^ 3
```

The integrand is $\mathrm{tr}(P_-H'P_+H')/(2E)^3$. Two of the three energy denominators come from writing the position operator between bands, up to a factor $\pm i$ that drops out of the squared modulus, as $H'$ divided by the transition energy; the third comes from second-order perturbation theory.

```lean
/-- The static susceptibility: 1/π times the integral of the density over all real k,
for D ≠ 0. -/
def chi (v D : ℝ) : ℝ := (1 / Real.pi) * ∫ k, density v D k
```

`chi` is $\chi=\frac1\pi\int_{-\infty}^{\infty}(\cdots)\,dk$, with unit charge and one filled band without spin degeneracy. The prefactor is the k-space measure $1/2\pi$ times the 2 of second-order response. This sum-over-states formula is the definition of $\chi$ here; it is not derived from a Hamiltonian containing the field, and local-field effects are absent.

```lean
/-- The function v² (s - v² s³/3) / (8 D²) with s = k/E(k), for D ≠ 0. -/
def primitive (v D k : ℝ) : ℝ :=
  v ^ 2 / (8 * D ^ 2) * (k / en v D k - v ^ 2 * (k / en v D k) ^ 3 / 3)
```

With $s=k/E(k)$, this function is $F(k)=\frac{v^2}{8D^2}\left(s-\frac{v^2s^3}{3}\right)$. It will serve as an antiderivative.

```lean
/-- For D > 0 the band energy is positive and its square is D² + v²k². -/
theorem en_spec (v k : ℝ) {D : ℝ} (hD : 0 < D) :
    0 < en v D k ∧ en v D k ^ 2 = D ^ 2 + v ^ 2 * k ^ 2 :=
  ⟨Real.sqrt_pos.2 (by positivity), Real.sq_sqrt (by positivity)⟩
```

The hypothesis `hD : 0 < D` says that the gap is open. Then $D^2+v^2k^2>0$, so its root $E$ is positive and squares back to it. The sign `∧` means "and".

```lean
/-- Each matrix element of H' is the k-derivative of that of H(k). -/
theorem hasDerivAt_ham (v D k : ℝ) (i j : Fin 2) :
    HasDerivAt (fun q => ham v D q i j) (vel v i j) k := by
  have h := (((hasDerivAt_id' k).const_mul v).mul_const (sigmaX i j)).add_const
    (D * sigmaZ i j)
  exact h.congr_deriv (by simp [vel])
```

For each pair of indices $i,j$, the entry $H_{ij}(k)$ has derivative $H'_{ij}$. By hand, $\frac{d}{dk}(vk\,\sigma_x+D\,\sigma_z)=v\sigma_x$.

```lean
/-- P₊ and P₋ are idempotent, with H P₊ = E P₊ and P₋ H = -E P₋. -/
theorem projectors (v k : ℝ) {D : ℝ} (hD : 0 < D) :
    upper v D k * upper v D k = upper v D k ∧
    lower v D k * lower v D k = lower v D k ∧
    ham v D k * upper v D k = en v D k • upper v D k ∧
    lower v D k * ham v D k = -(en v D k • lower v D k) := by
  obtain ⟨hE, hs⟩ := en_spec v k hD
  have hE0 := hE.ne'
  -- the Hamiltonian squares to a multiple of the identity
  have hH : ham v D k * ham v D k = (en v D k ^ 2) • (1 : Op) := by
    rw [hs]
    ext i j
    fin_cases i <;> fin_cases j <;>
      simp [ham, sigmaX, sigmaZ, Matrix.mul_apply, Fin.sum_univ_two] <;> ring
  have hN : ((en v D k)⁻¹ • ham v D k) * ((en v D k)⁻¹ • ham v D k) = 1 := by
    simp only [smul_mul_assoc, mul_smul_comm, hH]
    match_scalars
    field_simp
  have hHN : ham v D k = en v D k • ((en v D k)⁻¹ • ham v D k) := by
    rw [smul_smul, mul_inv_cancel₀ hE0, one_smul]
  unfold upper lower
  generalize (en v D k)⁻¹ • ham v D k = N at hN hHN ⊢
  rw [hHN]
  refine ⟨?_, ?_, ?_, ?_⟩ <;>
    simp only [smul_mul_assoc, mul_smul_comm, mul_add, add_mul, mul_sub, sub_mul,
      mul_one, one_mul, hN] <;> module
```

The four claims are $P_\pm^2=P_\pm$, $HP_+=EP_+$ and $P_-H=-EP_-$. Since $\sigma_x$ and $\sigma_z$ anticommute and square to 1, $H^2=E^2$. Hence $N=H/E$ satisfies $N^2=1$, and
$$P_\pm^2=\tfrac14(1\pm2N+N^2)=P_\pm,$$
$$HP_+=\tfrac E2(N+N^2)=EP_+,\qquad P_-H=\tfrac E2(N-N^2)=-EP_-.$$
The proof does the same: `hH` is $H^2=E^2$, `hN` is $N^2=1$, and `generalize` replaces $H/E$ by the letter `N` before the products are expanded.

```lean
/-- The Sternheimer equation H X - X H = -P₊ H' P₋, for X in the conduction-valence block,
has the interband matrix -P₊ H' P₋ / (2E) as its only solution. -/
theorem sternheimer_iff (v k : ℝ) {D : ℝ} (hD : 0 < D) (X : Op) :
    (upper v D k * X * lower v D k = X ∧
      ham v D k * X - X * ham v D k = -(upper v D k * vel v * lower v D k)) ↔
    X = response v D k := by
  obtain ⟨hU, hL, hHU, hLH⟩ := projectors v k hD
  have h0 : 2 * en v D k ≠ 0 := mul_ne_zero two_ne_zero (en_spec v k hD).1.ne'
  -- on the interband block the commutator with H is multiplication by 2E
  have key : ∀ Y : Op, upper v D k * Y * lower v D k = Y →
      ham v D k * Y - Y * ham v D k = (2 * en v D k) • Y := by
    intro Y hY
    have h1 : ham v D k * Y = en v D k • Y := by
      calc ham v D k * Y = ham v D k * (upper v D k * Y * lower v D k) := by rw [hY]
        _ = (ham v D k * upper v D k) * Y * lower v D k := by simp only [mul_assoc]
        _ = en v D k • (upper v D k * Y * lower v D k) := by
          rw [hHU]; simp only [smul_mul_assoc]
        _ = en v D k • Y := by rw [hY]
    have h2 : Y * ham v D k = -(en v D k • Y) := by
      calc Y * ham v D k = (upper v D k * Y * lower v D k) * ham v D k := by rw [hY]
        _ = upper v D k * Y * (lower v D k * ham v D k) := by simp only [mul_assoc]
        _ = -(en v D k • (upper v D k * Y * lower v D k)) := by
          rw [hLH]; simp only [mul_neg, mul_smul_comm]
        _ = -(en v D k • Y) := by rw [hY]
    rw [h1, h2]
    module
  constructor
  · rintro ⟨hX, h⟩
    rw [key X hX] at h
    calc X = (2 * en v D k)⁻¹ • ((2 * en v D k) • X) := by
          rw [smul_smul, inv_mul_cancel₀ h0, one_smul]
      _ = response v D k := by
          rw [h]; simp only [response, smul_neg, neg_smul]
  · intro h
    have hR : upper v D k * X * lower v D k = X := by
      rw [h]
      simp only [response, mul_smul_comm, smul_mul_assoc]
      congr 1
      calc upper v D k * (upper v D k * vel v * lower v D k) * lower v D k
          = (upper v D k * upper v D k) * vel v * (lower v D k * lower v D k) := by
            simp only [mul_assoc]
        _ = _ := by rw [hU, hL]
    refine ⟨hR, ?_⟩
    rw [key X hR, h, response, smul_smul, mul_neg, mul_inv_cancel₀ h0, neg_one_smul]
```

The sign `↔` means "if and only if". A matrix $X$ satisfies both $P_+XP_-=X$ and $HX-XH=-P_+H'P_-$ exactly when it is `response`.

If $X=P_+XP_-$, then $HX=EX$ and $XH=-EX$, so $HX-XH=2EX$. This is the step named `key`. The equation becomes $2EX=-P_+H'P_-$, and dividing by $2E$ gives $X$. Conversely, $P_\pm^2=P_\pm$ puts `response` in the required block, and `key` shows that it solves the equation.

```lean
/-- The interband strength is tr(P₋ H' P₊ H') = v²D²/E². -/
theorem trace_interband (v k : ℝ) {D : ℝ} (hD : 0 < D) :
    (lower v D k * vel v * upper v D k * vel v).trace = v ^ 2 * D ^ 2 / en v D k ^ 2 := by
  obtain ⟨hE, hs⟩ := en_spec v k hD
  have h : (en v D k)⁻¹ ^ 2 * (D ^ 2 + v ^ 2 * k ^ 2) = 1 := by
    rw [← hs, ← mul_pow, inv_mul_cancel₀ hE.ne', one_pow]
  have hU : upper v D k = !![(1 + (en v D k)⁻¹ * D) / 2, (en v D k)⁻¹ * (v * k) / 2;
      (en v D k)⁻¹ * (v * k) / 2, (1 - (en v D k)⁻¹ * D) / 2] := by
    ext i j
    fin_cases i <;> fin_cases j <;> simp [upper, ham, sigmaX, sigmaZ] <;> ring
  have hL : lower v D k = !![(1 - (en v D k)⁻¹ * D) / 2, -((en v D k)⁻¹ * (v * k)) / 2;
      -((en v D k)⁻¹ * (v * k)) / 2, (1 + (en v D k)⁻¹ * D) / 2] := by
    ext i j
    fin_cases i <;> fin_cases j <;> simp [lower, ham, sigmaX, sigmaZ] <;> ring
  have hV : vel v = !![0, v; v, 0] := by
    ext i j
    fin_cases i <;> fin_cases j <;> simp [vel, sigmaX]
  rw [hU, hL, hV]
  simp only [Matrix.mul_fin_two, Matrix.trace_fin_two_of]
  linear_combination (-(v ^ 2 / 2)) * h
```

Write $a=D/E$ and $b=vk/E$, so that $a^2+b^2=1$. Then
$$P_-H'=\frac v2\begin{pmatrix}-b&1-a\\1+a&-b\end{pmatrix},\qquad P_+H'=\frac v2\begin{pmatrix}b&1+a\\1-a&b\end{pmatrix}.$$
The trace of their product is
$$\frac{v^2}{4}\left[(1-a)^2+(1+a)^2-2b^2\right]=\frac{v^2}{2}(1+a^2-b^2)=v^2a^2=\frac{v^2D^2}{E^2}.$$
In Lean, `hU`, `hL` and `hV` write out the matrices, and `linear_combination` applies $a^2+b^2=1$, stored as `h`.

```lean
/-- The squared norm tr(XᵀX) of the Sternheimer solution, divided by the transition
energy 2E, is the susceptibility density. -/
theorem response_norm (v k : ℝ) {D : ℝ} (hD : 0 < D) :
    ((response v D k)ᵀ * response v D k).trace / (2 * en v D k) = density v D k := by
  obtain ⟨hU, hL, -, -⟩ := projectors v k hD
  have hX : sigmaXᵀ = sigmaX := by
    ext i j
    fin_cases i <;> fin_cases j <;> simp [sigmaX]
  have hZ : sigmaZᵀ = sigmaZ := by
    ext i j
    fin_cases i <;> fin_cases j <;> simp [sigmaZ]
  have tU : (upper v D k)ᵀ = upper v D k := by simp [upper, ham, hX, hZ]
  have tL : (lower v D k)ᵀ = lower v D k := by simp [lower, ham, hX, hZ]
  have tV : (vel v)ᵀ = vel v := by simp [vel, hX]
  -- idempotency and cyclicity remove the repeated projectors
  have key : ((upper v D k * vel v * lower v D k)ᵀ *
      (upper v D k * vel v * lower v D k)).trace =
      (lower v D k * vel v * upper v D k * vel v).trace := by
    rw [Matrix.transpose_mul, Matrix.transpose_mul, tU, tL, tV]
    have h1 : lower v D k * (vel v * upper v D k) * (upper v D k * vel v * lower v D k) =
        (lower v D k * vel v * (upper v D k * upper v D k) * vel v) * lower v D k := by
      simp only [mul_assoc]
    have h2 : lower v D k * (lower v D k * vel v * upper v D k * vel v) =
        (lower v D k * lower v D k) * vel v * upper v D k * vel v := by
      simp only [mul_assoc]
    rw [h1, hU, Matrix.trace_mul_comm, h2, hL]
  simp only [response, density, Matrix.transpose_smul, Matrix.smul_mul, Matrix.mul_smul,
    Matrix.trace_smul, smul_eq_mul, key]
  ring
```

This ties the integrand to the Sternheimer solution $X$. The matrices $P_+$, $P_-$ and $H'$ are symmetric, so
$$\mathrm{tr}(X^TX)=\frac{\mathrm{tr}(P_-H'P_+P_+H'P_-)}{4E^2}=\frac{\mathrm{tr}(P_-H'P_+H')}{4E^2},$$
by cyclicity and $P_\pm^2=P_\pm$. Dividing by $2E$ gives the integrand.

```lean
/-- The k-derivative of the primitive is the susceptibility density. -/
theorem hasDerivAt_primitive (v k : ℝ) {D : ℝ} (hD : 0 < D) :
    HasDerivAt (primitive v D) (density v D k) k := by
  obtain ⟨hE, hs⟩ := en_spec v k hD
  have hE0 := hE.ne'
  have h1 : HasDerivAt (fun q : ℝ => D ^ 2 + v ^ 2 * q ^ 2) (v ^ 2 * (2 * k)) k :=
    (((hasDerivAt_pow 2 k).const_mul (v ^ 2)).const_add (D ^ 2)).congr_deriv (by norm_num)
  have h2 : HasDerivAt (en v D) (v ^ 2 * k / en v D k) k := by
    have h := h1.sqrt (by positivity)
    refine h.congr_deriv ?_
    change v ^ 2 * (2 * k) / (2 * en v D k) = _
    ring
  have h3 : HasDerivAt (fun q => q / en v D q) (D ^ 2 / en v D k ^ 3) k := by
    refine ((hasDerivAt_id' k).fun_div h2 hE0).congr_deriv ?_
    field_simp
    linear_combination hs
  have h4 : HasDerivAt (fun q => (q / en v D q) ^ 3)
      (3 * (k / en v D k) ^ 2 * (D ^ 2 / en v D k ^ 3)) k :=
    (h3.fun_pow 3).congr_deriv (by norm_num)
  have h5 := (h3.fun_sub ((h4.const_mul (v ^ 2)).div_const 3)).const_mul
    (v ^ 2 / (8 * D ^ 2))
  refine h5.congr_deriv ?_
  rw [density, trace_interband v k hD]
  field_simp
  linear_combination (8 * v ^ 2) * hs
```

From $dE/dk=v^2k/E$ (`h2`) follows
$$\frac{ds}{dk}=\frac{E^2-v^2k^2}{E^3}=\frac{D^2}{E^3},$$
which is `h3`. Since $1-v^2s^2=D^2/E^2$,
$$F'(k)=\frac{v^2}{8D^2}(1-v^2s^2)\frac{D^2}{E^3}=\frac{v^2D^2}{8E^5}.$$
By the trace formula, this is the integrand.

```lean
/-- The susceptibility density is integrable over the whole k line. -/
theorem integrable_density (v : ℝ) {D : ℝ} (hD : 0 < D) : Integrable (density v D) := by
  have hfun : density v D = fun k => v ^ 2 * D ^ 2 / (8 * en v D k ^ 5) := by
    funext k
    rw [density, trace_interband v k hD]
    ring
  rw [hfun]
  rcases eq_or_ne v 0 with rfl | hv
  · simp
  have hc : Continuous (en v D) := by
    change Continuous (fun k : ℝ => √(D ^ 2 + v ^ 2 * k ^ 2))
    fun_prop
  -- compare with a Lorentzian of half-width D/|v|
  have hg := (integrable_inv_one_add_sq.comp_mul_left' (div_ne_zero hv hD.ne')).const_mul
    (v ^ 2 / (8 * D ^ 3))
  refine hg.mono' (Continuous.aestronglyMeasurable (continuous_const.div
    (continuous_const.mul (hc.pow 5)) fun k => ?_)) (Eventually.of_forall fun k => ?_)
  · have hE := (en_spec v k hD).1
    positivity
  · obtain ⟨hE, hs⟩ := en_spec v k hD
    have hDE : D ≤ en v D k :=
      (Real.le_sqrt' hD).2 (le_add_of_nonneg_right (by positivity))
    have h5 : D ^ 3 * en v D k ^ 2 ≤ en v D k ^ 5 := by
      calc D ^ 3 * en v D k ^ 2 ≤ en v D k ^ 3 * en v D k ^ 2 := by gcongr
        _ = en v D k ^ 5 := by ring
    have he : v ^ 2 / (8 * D ^ 3) * (1 + (v / D * k) ^ 2)⁻¹ =
        v ^ 2 * D ^ 2 / (8 * (D ^ 3 * en v D k ^ 2)) := by
      have hq : 1 + (v / D * k) ^ 2 = en v D k ^ 2 / D ^ 2 := by
        rw [hs]
        field_simp
      rw [hq]
      field_simp
    rw [Real.norm_of_nonneg (by positivity)]
    change _ ≤ v ^ 2 / (8 * D ^ 3) * (1 + (v / D * k) ^ 2)⁻¹
    rw [he]
    exact div_le_div_of_nonneg_left (by positivity) (by positivity) (by linarith)
```

Lean assigns the value 0 to the integral of a non-integrable function, so integrability is proved separately. Because $E\ge D$, we have $E^5\ge D^3E^2$, and therefore
$$\frac{v^2D^2}{8E^5}\le\frac{v^2}{8DE^2}=\frac{v^2}{8D^3}\,\frac{1}{1+(vk/D)^2}.$$
The right-hand side is a Lorentzian, which is integrable when $v\neq0$. For $v=0$ the integrand vanishes.

```lean
/-- With the momentum integral cut off at ±K, the susceptibility is
v² (s - v² s³/3) / (4π D²), where s = K/E(K). -/
theorem chi_window (v K : ℝ) {D : ℝ} (hD : 0 < D) :
    (1 / Real.pi) * ∫ k in (-K)..K, density v D k =
      v ^ 2 / (4 * Real.pi * D ^ 2) *
        (K / en v D K - v ^ 2 * (K / en v D K) ^ 3 / 3) := by
  rw [intervalIntegral.integral_eq_sub_of_hasDerivAt
    (fun k _ => hasDerivAt_primitive v k hD) (integrable_density v hD).intervalIntegrable]
  have he : en v D (-K) = en v D K := by simp [en]
  rw [primitive, primitive, he]
  ring
```

For a momentum window $[-K,K]$, the integral is $F(K)-F(-K)=2F(K)$, since $F$ is odd. Multiplying by $1/\pi$ gives
$$\frac{v^2}{4\pi D^2}\left(s-\frac{v^2s^3}{3}\right),\qquad s=\frac{K}{E(K)}.$$
In this model, the formula separates the error of a finite cutoff from that of a finite grid spacing.

```lean
/-- The static susceptibility of the two-band model is 2v / (3π Eg²) with Eg = 2D. -/
theorem chi_eq {v D : ℝ} (hv : 0 < v) (hD : 0 < D) :
    chi v D = 2 * v / (3 * Real.pi * (2 * D) ^ 2) := by
  -- k/E tends to 1/v at large positive k
  have htop : Tendsto (fun k => k / en v D k) atTop (𝓝 v⁻¹) := by
    have h0 : Tendsto (fun k : ℝ => D ^ 2 * k⁻¹ ^ 2 + v ^ 2) atTop (𝓝 (v ^ 2)) := by
      simpa using ((tendsto_inv_atTop_zero (𝕜 := ℝ)).pow 2).const_mul (D ^ 2)
        |>.add_const (v ^ 2)
    have h1 := h0.sqrt
    rw [Real.sqrt_sq hv.le] at h1
    refine (h1.inv₀ hv.ne').congr' ?_
    filter_upwards [eventually_gt_atTop 0] with k hk
    obtain ⟨hE, hs⟩ := en_spec v k hD
    have h2 : D ^ 2 * k⁻¹ ^ 2 + v ^ 2 = (en v D k / k) ^ 2 := by
      rw [div_pow, hs]
      field_simp
    rw [h2, Real.sqrt_sq (by positivity), inv_div]
  -- and, being odd, to -1/v at large negative k
  have hbot : Tendsto (fun k => k / en v D k) atBot (𝓝 (-v⁻¹)) := by
    refine (htop.comp tendsto_neg_atBot_atTop).neg.congr fun k => ?_
    have he : en v D (-k) = en v D k := by simp [en]
    simp only [Function.comp_apply, he]
    ring
  have lim : ∀ (l : Filter ℝ) (s : ℝ), Tendsto (fun k => k / en v D k) l (𝓝 s) →
      Tendsto (primitive v D) l (𝓝 (v ^ 2 / (8 * D ^ 2) * (s - v ^ 2 * s ^ 3 / 3))) :=
    fun l s h => (h.sub (((h.pow 3).const_mul (v ^ 2)).div_const 3)).const_mul _
  rw [chi, integral_of_hasDerivAt_of_tendsto (fun k => hasDerivAt_primitive v k hD)
    (integrable_density v hD) (lim _ _ hbot) (lim _ _ htop)]
  have hpi := Real.pi_ne_zero
  field_simp
  ring

end

end TwoBandFieldResponse
```

Here `hv` requires $v>0$ as well. For $k>0$, $E/k=\sqrt{D^2/k^2+v^2}\to v$, so $s\to1/v$; this is `htop`. Since $s$ is odd, it tends to $-1/v$ at the other end, which is `hbot`. The step `lim` carries these limits over to $F$, and the fundamental theorem of calculus on the whole line gives
$$\chi=\frac{v^2}{4\pi D^2}\left(\frac1v-\frac1{3v}\right)=\frac{v}{6\pi D^2}=\frac{2v}{3\pi(2D)^2}.$$
At fixed $v$, halving the gap of this model therefore quadruples its susceptibility.

```lean
#print axioms TwoBandFieldResponse.sternheimer_iff
-- 'TwoBandFieldResponse.sternheimer_iff' depends on axioms: [propext, Classical.choice, Quot.sound]
#print axioms TwoBandFieldResponse.response_norm
-- 'TwoBandFieldResponse.response_norm' depends on axioms: [propext, Classical.choice, Quot.sound]
#print axioms TwoBandFieldResponse.chi_window
-- 'TwoBandFieldResponse.chi_window' depends on axioms: [propext, Classical.choice, Quot.sound]
#print axioms TwoBandFieldResponse.chi_eq
-- 'TwoBandFieldResponse.chi_eq' depends on axioms: [propext, Classical.choice, Quot.sound]
```
